# Zero mean of the local-energy derivative for real symmetric matrices and nowhere-zero real trial vectors

Let \(H\) be a real matrix on a finite set of configurations \(i\), independent of any parameter, and let \(\psi\) be a real trial vector. In Lean the configuration set is the type `ι`, and `H *ᵥ ψ` is the product \(H\psi\). Symmetry of \(H\) is assumed only where stated.

```lean
import Mathlib

open Matrix

namespace LocalEnergyResponse

noncomputable section

variable {ι : Type*} [Fintype ι]
```

The local energy is \(E_i=(H\psi)_i/\psi_i\).

```lean
/-- The local energy `(H ψ)_i / ψ_i` of the trial vector `ψ` at configuration `i`. -/
def localEnergy (H : Matrix ι ι ℝ) (ψ : ι → ℝ) (i : ι) : ℝ := (H *ᵥ ψ) i / ψ i
```

Averages carry the normalised weights \(\psi_i^2/\sum_j\psi_j^2\), so \(\psi\) itself need not be normalised:
\[
\langle f\rangle=\frac{\sum_i\psi_i^2f_i}{\sum_i\psi_i^2}.
\]

```lean
/-- The average of `f` over configurations with weights `ψ_i ^ 2 / ∑ j, ψ_j ^ 2`. -/
def avg (ψ f : ι → ℝ) : ℝ := (∑ i, ψ i ^ 2 * f i) / ∑ i, ψ i ^ 2
```

For a second real vector \(v\), a variation of \(\psi\), set \(R_i=\big((Hv)_i-E_iv_i\big)/\psi_i\).

```lean
/-- The first-order response `((H v)_i - E_i v_i) / ψ_i` of the local energy to a
variation `v` of the trial vector. -/
def response (H : Matrix ι ι ℝ) (ψ v : ι → ℝ) (i : ι) : ℝ :=
  ((H *ᵥ v) i - localEnergy H ψ i * v i) / ψ i
```

The variance of the local energy is \(\sigma^2=\langle(E-\langle E\rangle)^2\rangle\).

```lean
/-- The variance of the local energy in the trial vector `ψ`. -/
def energyVariance (H : Matrix ι ι ℝ) (ψ : ι → ℝ) : ℝ :=
  avg ψ (fun i => (localEnergy H ψ i - avg ψ (localEnergy H ψ)) ^ 2)
```

When \(\psi\) depends on one real parameter \(t\), `HasDerivAt ψ v p` says that \(\psi'(p)=v\). Unless marked otherwise, quantities are evaluated at \(t=p\). The hypothesis `h0` says that \(\psi\) has no zero entries: every configuration has positive sampling weight, though signs may vary. Trial functions with nodes on the configuration set, continuous configuration spaces and the statistical error of a finite sample are not treated.

### (a) The norm of a nowhere-zero vector

Show that, on a nonempty configuration set, \(\sum_i\psi_i^2\ne0\).

Every term is positive and there is at least one, so the sum is positive. `Finset.sum_pos` is this argument.

```lean
lemma normSq_ne_zero [Nonempty ι] {ψ : ι → ℝ} (h0 : ∀ i, ψ i ≠ 0) :
    ∑ i, ψ i ^ 2 ≠ 0 :=
  ne_of_gt (Finset.sum_pos (fun i _ => by have := h0 i; positivity) Finset.univ_nonempty)
```

### (b) Differentiating the matrix product

Show that \(\frac{d}{dt}(H\psi)_i=(Hv)_i\) at \(t=p\).

Since \((H\psi)_i=\sum_jH_{ij}\psi_j\) is a finite sum with constant coefficients, its derivative is \(\sum_jH_{ij}v_j\). Lean differentiates the sum term by term.

```lean
lemma hasDerivAt_mulVec (H : Matrix ι ι ℝ) {ψ : ℝ → ι → ℝ} {v : ι → ℝ} {p : ℝ}
    (hψ : HasDerivAt ψ v p) (i : ι) :
    HasDerivAt (fun t => (H *ᵥ ψ t) i) ((H *ᵥ v) i) p := by
  have h : HasDerivAt (fun t => ∑ j, H i j * ψ t j) (∑ j, H i j * v j) p :=
    HasDerivAt.fun_sum fun j _ => (hasDerivAt_pi.1 hψ j).const_mul (H i j)
  exact h
```

### (c) The rate of change of the local energy

Show that \(dE_i/dt=R_i\) wherever \(\psi_i(p)\neq0\).

The quotient rule and (b) give
\[
\frac{dE_i}{dt}=\frac{(Hv)_i\psi_i-(H\psi)_iv_i}{\psi_i^2}
=\frac{(Hv)_i-E_iv_i}{\psi_i}.
\]
In Lean `fun_div` is the quotient rule, and `field_simp` matches the two forms.

```lean
/-- When the trial vector changes at rate `v`, the local energy at configuration `i` changes at the
rate `response H ψ v i`, provided `ψ_i ≠ 0`. -/
theorem hasDerivAt_localEnergy (H : Matrix ι ι ℝ) {ψ : ℝ → ι → ℝ} {v : ι → ℝ} {p : ℝ}
    (hψ : HasDerivAt ψ v p) {i : ι} (h0 : ψ p i ≠ 0) :
    HasDerivAt (fun t => localEnergy H (ψ t) i) (response H (ψ p) v i) p := by
  refine ((hasDerivAt_mulVec H hψ i).fun_div (hasDerivAt_pi.1 hψ i) h0).congr_deriv ?_
  simp only [response, localEnergy]
  field_simp
```

### (d) The weighted sum of the response

For nowhere-zero \(\psi\), show that \(\sum_i\psi_i^2R_i=\psi\cdot Hv-v\cdot H\psi\).

One factor of \(\psi_i\) cancels the denominator of \(R_i\), and the other cancels that of \(E_i\):
\[
\psi_i^2R_i=\psi_i(Hv)_i-v_i(H\psi)_i.
\]
Summing over \(i\) gives the claim; `Finset.sum_congr` reduces the Lean proof to this termwise identity.

```lean
/-- For a nowhere-zero trial vector `ψ`, the sum of the local-energy response to `v` with weights
`ψ_i ^ 2` is `ψ · H v - v · H ψ`. -/
theorem sum_response (H : Matrix ι ι ℝ) {ψ : ι → ℝ} (v : ι → ℝ) (h0 : ∀ i, ψ i ≠ 0) :
    ∑ i, ψ i ^ 2 * response H ψ v i = ψ ⬝ᵥ H *ᵥ v - v ⬝ᵥ H *ᵥ ψ := by
  simp only [dotProduct]
  rw [← Finset.sum_sub_distrib]
  refine Finset.sum_congr rfl fun i _ => ?_
  have := h0 i
  simp only [response, localEnergy]
  field_simp
```

### (e) Symmetry removes the mean response

For nowhere-zero \(\psi\), show that \(\langle R\rangle=0\) if \(H^{\mathsf T}=H\).

Moving \(H\) across the dot product gives \(\psi\cdot Hv=(H^{\mathsf T}\psi)\cdot v=v\cdot H\psi\), so the sum in (d) vanishes. Lean's `h` is this equality. The empty configuration set is included because Lean sets \(0/0=0\).

```lean
lemma avg_response {H : Matrix ι ι ℝ} (hH : H.IsSymm) {ψ : ι → ℝ} (v : ι → ℝ)
    (h0 : ∀ i, ψ i ≠ 0) : avg ψ (response H ψ v) = 0 := by
  have h : ψ ⬝ᵥ H *ᵥ v = v ⬝ᵥ H *ᵥ ψ := by
    rw [Matrix.dotProduct_mulVec, ← Matrix.mulVec_transpose, hH.eq, dotProduct_comm]
  rw [avg, sum_response H v h0, h, sub_self, zero_div]
```

### (f) The mean parameter derivative

For symmetric \(H\) and \(\psi\) differentiable and nowhere zero at \(p\), show that
\[
\left\langle\frac{dE}{dt}\right\rangle=0.
\]

By (c) the derivative is \(R\) with \(v=\psi'(p)\), and (e) applies. The derivative stands inside the average, whose weights stay fixed at \(p\). The Lean proof replaces each `deriv` by `response` and then uses `avg_response`.

```lean
/-- For a real symmetric Hamiltonian, the parameter derivative of the local energy averages to zero
over the distribution of a nowhere-zero trial vector. -/
theorem avg_deriv_localEnergy {H : Matrix ι ι ℝ} (hH : H.IsSymm) {ψ : ℝ → ι → ℝ} {p : ℝ}
    (hψ : DifferentiableAt ℝ ψ p) (h0 : ∀ i, ψ p i ≠ 0) :
    avg (ψ p) (fun i => deriv (fun t => localEnergy H (ψ t) i) p) = 0 := by
  have h : (fun i => deriv (fun t => localEnergy H (ψ t) i) p)
      = response H (ψ p) (deriv ψ p) :=
    funext fun i => (hasDerivAt_localEnergy H hψ.hasDerivAt (h0 i)).deriv
  rw [h, avg_response hH _ h0]
```

The model could have used complex \(\psi\), Hermitian \(H\) and weights proportional to \(|\psi_i|^2\). The same calculation then leaves \(\langle(E^*-E)\,v/\psi\rangle\), which need not vanish.

### (g) Recovering symmetry from zero averages

Show that \(H\) is symmetric exactly when \(\langle R\rangle=0\) for every nowhere-zero \(\psi\) and every \(v\).

One direction is (e). For the other, (a) and (d) give \(\psi\cdot Hv=v\cdot H\psi\) for all such \(\psi\) and \(v\). Let \(u\) be the vector of ones and \(e_i\) the unit vector at \(i\). Take \(v=e_i\), first with \(\psi=u\), then with \(\psi=u+e_j\), whose entries are 1 or 2. Subtracting the two equalities leaves \(e_j\cdot He_i=e_i\cdot He_j\), that is, \(H_{ji}=H_{ij}\). These steps are `k1`, `k2` and `k3`.

```lean
/-- The local-energy response averages to zero for every nowhere-zero trial vector and
every variation exactly when the matrix `H` is symmetric. -/
theorem isSymm_iff_avg_response (H : Matrix ι ι ℝ) :
    H.IsSymm ↔ ∀ ψ v : ι → ℝ, (∀ i, ψ i ≠ 0) → avg ψ (response H ψ v) = 0 := by
  classical
  refine ⟨fun hH ψ v h0 => avg_response hH v h0, fun h => Matrix.IsSymm.ext fun i j => ?_⟩
  have : Nonempty ι := ⟨i⟩
  have key : ∀ ψ v : ι → ℝ, (∀ k, ψ k ≠ 0) → ψ ⬝ᵥ H *ᵥ v = v ⬝ᵥ H *ᵥ ψ := by
    intro ψ v h0
    have h1 := (div_eq_zero_iff.1 (h ψ v h0)).resolve_right (normSq_ne_zero h0)
    rw [sum_response H v h0] at h1
    linarith
  -- compare the constant vector with the same vector raised by one at site `j`
  have k1 := key (fun _ => 1) (Pi.single i 1) (fun _ => one_ne_zero)
  have k2 := key ((fun _ => 1) + Pi.single j 1) (Pi.single i 1) (by
    intro k
    have hk : 0 ≤ (Pi.single j (1 : ℝ) : ι → ℝ) k := by
      rw [Pi.single_apply]
      split_ifs <;> norm_num
    show (1 : ℝ) + (Pi.single j (1 : ℝ) : ι → ℝ) k ≠ 0
    exact ne_of_gt (by linarith))
  rw [add_dotProduct, Matrix.mulVec_add, dotProduct_add] at k2
  have k3 : (Pi.single j 1 : ι → ℝ) ⬝ᵥ H *ᵥ Pi.single i 1
      = (Pi.single i 1 : ι → ℝ) ⬝ᵥ H *ᵥ Pi.single j 1 := by linarith
  simpa [Matrix.mulVec_single_one] using k3
```

With one configuration, \(H\) is a number and \(R=0\). Two are the fewest that allow asymmetry: for \(\psi=(1,1)\) and \(v=(1,0)\), \(\langle R\rangle=(H_{21}-H_{12})/2\).

### (h) Averages with moving weights

Let the configuration set be nonempty and \(\psi\) nowhere zero at \(p\), and let \(f\) also depend on \(t\), with derivative \(f'\) at \(p\). Show that
\[
\frac{d\langle f\rangle}{dt}=\langle f'\rangle+2\left\langle(f-\langle f\rangle)\frac v\psi\right\rangle.
\]

Write \(\langle f\rangle=N/D\), with \(N=\sum_i\psi_i^2f_i\) and \(D=\sum_i\psi_i^2\). Then \(N'=\sum_i(2\psi_iv_if_i+\psi_i^2f_i')\) and \(D'=2\sum_i\psi_iv_i\), so
\[
\frac{N'}D-\frac ND\frac{D'}D
=\langle f'\rangle+2\left\langle f\frac v\psi\right\rangle-2\langle f\rangle\left\langle\frac v\psi\right\rangle.
\]
The last two terms combine into the stated one. Lean's `hN` and `hD` are the two derivatives, and `e` expands the centred sum.

```lean
/-- The derivative of an average is the average derivative of the observable plus twice
the correlation of its fluctuation with the logarithmic derivative `v / ψ`. -/
theorem hasDerivAt_avg [Nonempty ι] {ψ f : ℝ → ι → ℝ} {v f' : ι → ℝ} {p : ℝ}
    (hψ : HasDerivAt ψ v p) (h0 : ∀ i, ψ p i ≠ 0)
    (hf : ∀ i, HasDerivAt (fun t => f t i) (f' i) p) :
    HasDerivAt (fun t => avg (ψ t) (f t))
      (avg (ψ p) f' +
        2 * avg (ψ p) (fun i => (f p i - avg (ψ p) (f p)) * (v i / ψ p i))) p := by
  have hc := hasDerivAt_pi.1 hψ
  have hD0 := normSq_ne_zero h0
  have hN : HasDerivAt (fun t => ∑ i, ψ t i ^ 2 * f t i)
      (∑ i, (2 * (ψ p i * v i * f p i) + ψ p i ^ 2 * f' i)) p :=
    HasDerivAt.fun_sum fun i _ =>
      (((hc i).fun_pow 2).fun_mul (hf i)).congr_deriv (by norm_num; ring)
  have hD : HasDerivAt (fun t => ∑ i, ψ t i ^ 2) (∑ i, 2 * (ψ p i * v i)) p :=
    HasDerivAt.fun_sum fun i _ => ((hc i).fun_pow 2).congr_deriv (by norm_num; ring)
  have e : ∀ a : ℝ, ∑ i, ψ p i ^ 2 * ((f p i - a) * (v i / ψ p i))
      = ∑ i, ψ p i * v i * f p i - a * ∑ i, ψ p i * v i := by
    intro a
    rw [Finset.mul_sum, ← Finset.sum_sub_distrib]
    refine Finset.sum_congr rfl fun i _ => ?_
    have := h0 i
    field_simp
  -- quotient rule for weighted sum over norm
  refine (hN.fun_div hD hD0).congr_deriv ?_
  simp only [avg, e, Finset.sum_add_distrib, ← Finset.mul_sum]
  field_simp
  ring
```

In variational Monte Carlo with a finite configuration set, a real symmetric \(H\) and a real, nowhere-zero \(\psi\), taking \(f=E\) and using (f) leaves only the covariance term in the energy gradient.

### (i) Constants against centred fluctuations

For a nonempty configuration set, nowhere-zero \(\psi\), observables \(f,g\) and a constant \(c\), show that
\[
\langle2(f-\langle f\rangle)(g-c)\rangle=2\langle(f-\langle f\rangle)g\rangle.
\]

The difference of the two sides is \(-2c\langle f-\langle f\rangle\rangle=0\). In Lean `hc` records the vanishing centred sum, and `hs` separates the term containing \(c\).

```lean
lemma avg_centred_mul [Nonempty ι] {ψ : ι → ℝ} (h0 : ∀ i, ψ i ≠ 0) (f g : ι → ℝ) (c : ℝ) :
    avg ψ (fun i => 2 * ((f i - avg ψ f) * (g i - c)))
      = 2 * avg ψ (fun i => (f i - avg ψ f) * g i) := by
  have hD := normSq_ne_zero h0
  have hc : ∑ i, ψ i ^ 2 * (f i - avg ψ f) = 0 := by
    simp only [mul_sub, Finset.sum_sub_distrib, ← Finset.sum_mul]
    rw [avg, mul_div_cancel₀ _ hD, sub_self]
  generalize avg ψ f = a at hc ⊢
  have hs : ∑ i, ψ i ^ 2 * (2 * ((f i - a) * (g i - c)))
      = 2 * ∑ i, ψ i ^ 2 * ((f i - a) * g i) - 2 * c * ∑ i, ψ i ^ 2 * (f i - a) := by
    rw [Finset.mul_sum, Finset.mul_sum, ← Finset.sum_sub_distrib]
    exact Finset.sum_congr rfl fun i _ => by ring
  simp only [avg]
  rw [hs, hc]
  ring
```

### (j) The gradient of the local-energy variance

For a nonempty configuration set and nowhere-zero \(\psi\), show, without assuming symmetry, that
\[
\frac{d\sigma^2}{dt}=2\langle(E-\langle E\rangle)R\rangle
+2\left\langle\big((E-\langle E\rangle)^2-\sigma^2\big)\frac v\psi\right\rangle.
\]

Apply (h) to \(f=(E-\langle E\rangle)^2\). With \(m=d\langle E\rangle/dt\), its derivative is \(f'=2(E-\langle E\rangle)(R-m)\), and (i) removes \(m\). The second term comes from the changing weights. Lean obtains `m` from (h) and removes it with `avg_centred_mul`.

```lean
/-- For a nowhere-zero trial vector, the gradient of the local-energy variance has one term from the
response of the local energy and one from the change of the sampling weights. -/
theorem hasDerivAt_energyVariance [Nonempty ι] (H : Matrix ι ι ℝ) {ψ : ℝ → ι → ℝ}
    {v : ι → ℝ} {p : ℝ} (hψ : HasDerivAt ψ v p) (h0 : ∀ i, ψ p i ≠ 0) :
    HasDerivAt (fun t => energyVariance H (ψ t))
      (2 * avg (ψ p) (fun i => (localEnergy H (ψ p) i - avg (ψ p) (localEnergy H (ψ p)))
          * response H (ψ p) v i)
        + 2 * avg (ψ p) (fun i =>
          ((localEnergy H (ψ p) i - avg (ψ p) (localEnergy H (ψ p))) ^ 2
            - energyVariance H (ψ p)) * (v i / ψ p i))) p := by
  have hE := fun i => hasDerivAt_localEnergy H hψ (h0 i)
  obtain ⟨m, hm⟩ : ∃ m, HasDerivAt (fun t => avg (ψ t) (localEnergy H (ψ t))) m p :=
    ⟨_, hasDerivAt_avg (f := fun t => localEnergy H (ψ t)) hψ h0 hE⟩
  have h := hasDerivAt_avg
    (f := fun t i => (localEnergy H (ψ t) i - avg (ψ t) (localEnergy H (ψ t))) ^ 2)
    (f' := fun i => 2 * ((localEnergy H (ψ p) i - avg (ψ p) (localEnergy H (ψ p)))
      * (response H (ψ p) v i - m))) hψ h0
    (fun i => (((hE i).fun_sub hm).fun_pow 2).congr_deriv (by norm_num <;> ring))
  -- the drift `m` of the mean energy drops out
  rw [avg_centred_mul h0] at h
  exact h
```

### (k) The mean second derivative

Let \(H\) be symmetric and the configuration set nonempty. Let \(\psi\) be differentiable and nowhere zero at every \(t\), with \(\psi'\) differentiable at \(p\). Show that
\[
\left\langle\frac{d^2E}{dt^2}\right\rangle=-2\left\langle\frac{dE}{dt}\,\frac{\psi'}\psi\right\rangle.
\]

With \(v=\psi'(t)\), (e) gives \(\langle R\rangle=0\) at every \(t\). Differentiating this identity at \(p\) by (h), where the mean of \(R\) is zero, gives
\[
0=\langle R'\rangle+2\left\langle R\,\frac{\psi'}\psi\right\rangle.
\]
By (c), \(R=dE/dt\) and \(R'=d^2E/dt^2\). In Lean `hs` supplies the differentiability of \(R\), and `h.unique hc` equates the derivative from (h) with zero.

```lean
/-- For a symmetric Hamiltonian and nowhere-zero `ψ`, the average second derivative of the local
energy is minus twice the average of its first derivative times the logarithmic derivative of `ψ`.
-/
theorem avg_second_deriv_localEnergy [Nonempty ι] {H : Matrix ι ι ℝ} (hH : H.IsSymm)
    {ψ ψ' : ℝ → ι → ℝ} {w : ι → ℝ} {p : ℝ} (hψ : ∀ t, HasDerivAt ψ (ψ' t) t)
    (hψ' : HasDerivAt ψ' w p) (h0 : ∀ t i, ψ t i ≠ 0) :
    avg (ψ p) (fun i => deriv (deriv (fun t => localEnergy H (ψ t) i)) p)
      = -2 * avg (ψ p) (fun i =>
          deriv (fun t => localEnergy H (ψ t) i) p * (ψ' p i / ψ p i)) := by
  have hd : ∀ i, deriv (fun t => localEnergy H (ψ t) i)
      = fun t => response H (ψ t) (ψ' t) i := fun i =>
    funext fun t => (hasDerivAt_localEnergy H (hψ t) (h0 t i)).deriv
  have hs : ∀ i, DifferentiableAt ℝ (fun t => response H (ψ t) (ψ' t) i) p := fun i =>
    (((hasDerivAt_mulVec H hψ' i).fun_sub
      ((hasDerivAt_localEnergy H (hψ p) (h0 p i)).fun_mul (hasDerivAt_pi.1 hψ' i))).fun_div
      (hasDerivAt_pi.1 (hψ p) i) (h0 p i)).differentiableAt
  have hz : ∀ t, avg (ψ t) (response H (ψ t) (ψ' t)) = 0 := fun t =>
    avg_response hH _ (h0 t)
  -- differentiate the identity "average response = 0"
  have h := hasDerivAt_avg (f := fun t => response H (ψ t) (ψ' t))
    (f' := fun i => deriv (fun t => response H (ψ t) (ψ' t) i) p)
    (hψ p) (h0 p) (fun i => (hs i).hasDerivAt)
  have hc : HasDerivAt (fun t => avg (ψ t) (response H (ψ t) (ψ' t))) 0 p := by
    simp only [hz]
    exact hasDerivAt_const p 0
  have h3 := h.unique hc
  simp only [hz, sub_zero] at h3
  simp only [hd]
  linarith

end

end LocalEnergyResponse
```

```lean
#print axioms LocalEnergyResponse.avg_deriv_localEnergy
#print axioms LocalEnergyResponse.isSymm_iff_avg_response
#print axioms LocalEnergyResponse.hasDerivAt_energyVariance
#print axioms LocalEnergyResponse.avg_second_deriv_localEnergy
```

```
'LocalEnergyResponse.avg_deriv_localEnergy' depends on axioms: [propext, Classical.choice, Quot.sound]
'LocalEnergyResponse.isSymm_iff_avg_response' depends on axioms: [propext, Classical.choice, Quot.sound]
'LocalEnergyResponse.hasDerivAt_energyVariance' depends on axioms: [propext, Classical.choice, Quot.sound]
'LocalEnergyResponse.avg_second_deriv_localEnergy' depends on axioms: [propext, Classical.choice, Quot.sound]
```
